# The Coulomb coefficient 1.786 of a spherical dot with infinite walls is $2-\bigl(\mathrm{Si}(2\pi)-\tfrac12\mathrm{Si}(4\pi)\bigr)/\pi$

## Which exact number does 1.786 round?

If all I have is the rounded coefficient 1.786, I can't test a quadrature code beyond the third decimal: when my result differs in the fifth, I don't know whether the grid or the reference is to blame. The coefficient belongs to the electron-hole attraction in the Brus formula for a quantum dot of radius $R$, where electron and hole both sit in the ground state of a sphere with infinite walls. For $R=1$ the radial density is $u(r)=2\sin^2(\pi r)$, and I believe that

$$\int_0^1\!\!\int_0^1\frac{u(r)\,u(s)}{\max(r,s)}\,ds\,dr
=2-\frac{\mathrm{Si}(2\pi)-\tfrac12\mathrm{Si}(4\pi)}{\pi},\qquad
\mathrm{Si}(x)=\int_0^x\frac{\sin t}{t}\,dt .$$

Can this be derived step by step, and can the derivation be made rigorous and checked by machine, including the dependence on $R$?

## Two equal halves and two sine integrals

Yes. The integral is twice the interaction of each shell with the charge inside it, and that half is elementary apart from two sine integrals.

**The kernel.** Take two points at radii $r\neq s$, both positive, and let $x$ be the cosine of the angle between them. Their inverse distance has the antiderivative $-\sqrt{r^2+s^2-2rsx}/(rs)$ in $x$, so its angular average is

$$\frac12\int_{-1}^{1}\frac{dx}{\sqrt{r^2+s^2-2rsx}}
=\frac{(r+s)-|r-s|}{2rs}=\frac{\min(r,s)}{rs}=\frac1{\max(r,s)} .$$

**The enclosed charge.** Since $u(r)=1-\cos(2\pi r)$, the charge within radius $r$ is

$$Q(r)=\int_0^r u(s)\,ds=r-\frac{\sin(2\pi r)}{2\pi},\qquad Q(1)=1 .$$

**The potential.** For $0<r\le1$, splitting the inner integral at $s=r$ gives

$$\int_0^1\frac{u(s)}{\max(r,s)}\,ds=\frac{Q(r)}{r}+W(r),\qquad W(r)=\int_r^1\frac{u(s)}{s}\,ds .$$

**Integration by parts.** Here $Q'=u$ and $W'=-u/r$, while $Q(0)=0$ and $W(1)=0$. The boundary terms vanish, and

$$\int_0^1 u(r)W(r)\,dr=\int_0^1\frac{Q(r)\,u(r)}{r}\,dr .$$

The outer shells therefore contribute as much as the inner ones, and the Coulomb integral is $\int_0^1K(r)\,dr$ with $K=2Qu/r$.

**The remaining integral.** Write $\mathrm{sinc}\,y=\sin y/y$, with $\mathrm{sinc}\,0=1$. Multiplying out gives

$$K(r)=2\bigl(1-\mathrm{sinc}(2\pi r)\bigr)\bigl(1-\cos(2\pi r)\bigr)
=2-2\cos(2\pi r)-2\,\mathrm{sinc}(2\pi r)+2\,\mathrm{sinc}(4\pi r),$$

where the last term uses $\sin a\cos a=\tfrac12\sin 2a$. The cosine integrates to zero over $[0,1]$. Because $\int_0^1\mathrm{sinc}(cr)\,dr=\mathrm{Si}(c)/c$ for $c>0$, the other terms give

$$2-\frac{\mathrm{Si}(2\pi)}{\pi}+\frac{\mathrm{Si}(4\pi)}{2\pi},$$

which is the claimed value.

**Other radii.** For $R>0$ the density is $u_R(r)=(2/R)\sin^2(\pi r/R)$. Scaling both radii by $R$ produces $R^2$ from the two differentials, $R^{-2}$ from the two densities and $R^{-1}$ from the kernel. The integral is thus the unit value divided by $R$.

A slip to watch for is an additional volume factor $r^2$. The normalised ground state is $\psi(r)=\sin(\pi r/R)/(\sqrt{2\pi R}\,r)$, and $u_R=4\pi r^2|\psi|^2$ already contains that factor. For $R=1$ a normalisation check exposes the double counting, since $\int_0^1r^2u(r)\,dr=\tfrac13-\tfrac1{2\pi^2}\approx0.283$ and not 1.

Here is the complete Lean file.

```lean
import Mathlib

open scoped Real
open MeasureTheory

namespace BrusCoulomb

noncomputable section

/-- For `0 ≤ r ≤ R`, the radial ground-state probability density of a particle in a sphere of radius
`R` with infinite walls. The formula is used only in this range. -/
def radialDensity (R r : ℝ) : ℝ := 2 / R * Real.sin (π * r / R) ^ 2

/-- The integral of `radialDensity R` from `0` to `r`. For `0 ≤ r ≤ R` it is the probability
(charge) contained within radius `r`. -/
def enclosedCharge (R r : ℝ) : ℝ := ∫ s in (0 : ℝ)..r, radialDensity R s

/-- The sine integral `Si(x)`. -/
def sineIntegral (x : ℝ) : ℝ := ∫ t in (0 : ℝ)..x, Real.sin t / t

/-- Coulomb integral of two ground-state densities in a dot of radius `R`. -/
def coulombIntegral (R : ℝ) : ℝ :=
  ∫ r in (0 : ℝ)..R, ∫ s in (0 : ℝ)..R, radialDensity R r * radialDensity R s / max r s

/-- The inverse distance between points at different radii `r` and `s`, averaged over the
cosine of the angle between them, is the inverse of the larger radius. -/
theorem shell_average {r s : ℝ} (hr : 0 < r) (hs : 0 < s) (h : r ≠ s) :
    1 / 2 * ∫ x in (-1 : ℝ)..1, 1 / Real.sqrt (r ^ 2 + s ^ 2 - 2 * r * s * x)
      = 1 / max r s := by
  have hpos : ∀ x ∈ Set.uIcc (-1 : ℝ) 1, 0 < r ^ 2 + s ^ 2 - 2 * r * s * x := by
    intro x hx
    rw [Set.uIcc_of_le (by norm_num)] at hx
    have h1 : 0 < (r - s) ^ 2 := by
      have := sub_ne_zero.2 h
      positivity
    have h2 : 0 ≤ r * s * (1 - x) := mul_nonneg (mul_pos hr hs).le (by linarith [hx.2])
    nlinarith
  -- the distance itself is, up to a factor, the antiderivative
  have hder : ∀ x ∈ Set.uIcc (-1 : ℝ) 1,
      HasDerivAt (fun x : ℝ => -(Real.sqrt (r ^ 2 + s ^ 2 - 2 * r * s * x) / (r * s)))
        (1 / Real.sqrt (r ^ 2 + s ^ 2 - 2 * r * s * x)) x := by
    intro x hx
    have hf : HasDerivAt (fun x : ℝ => r ^ 2 + s ^ 2 - 2 * r * s * x) (-(2 * r * s * 1)) x :=
      ((hasDerivAt_id' x).const_mul (2 * r * s)).const_sub _
    have hq := (Real.sqrt_pos.2 (hpos x hx)).ne'
    refine ((hf.sqrt (hpos x hx).ne').div_const (r * s)).fun_neg.congr_deriv ?_
    generalize Real.sqrt (r ^ 2 + s ^ 2 - 2 * r * s * x) = q at hq ⊢
    field_simp
  have hint : IntervalIntegrable
      (fun x : ℝ => 1 / Real.sqrt (r ^ 2 + s ^ 2 - 2 * r * s * x)) volume (-1) 1 :=
    (ContinuousOn.div continuousOn_const (Continuous.continuousOn (by fun_prop))
      (fun x hx => (Real.sqrt_pos.2 (hpos x hx)).ne')).intervalIntegrable
  rw [intervalIntegral.integral_eq_sub_of_hasDerivAt hder hint,
    show r ^ 2 + s ^ 2 - 2 * r * s * 1 = (r - s) ^ 2 by ring,
    show r ^ 2 + s ^ 2 - 2 * r * s * (-1) = (r + s) ^ 2 by ring,
    Real.sqrt_sq_eq_abs, Real.sqrt_sq (by positivity)]
  rcases lt_or_gt_of_ne h with h | h
  · rw [abs_of_neg (by linarith), max_eq_right h.le]
    field_simp
    ring
  · rw [abs_of_pos (by linarith), max_eq_left h.le]
    field_simp
    ring

lemma continuous_density (R : ℝ) : Continuous fun r => radialDensity R r := by
  unfold radialDensity
  fun_prop

lemma density_eq (R r : ℝ) : radialDensity R r = (1 - Real.cos (2 * π * r / R)) / R := by
  rw [radialDensity, show 2 * π * r / R = 2 * (π * r / R) by ring, Real.cos_two_mul,
    Real.cos_sq']
  ring

/-- Closed form of the integral `enclosedCharge R r`. -/
theorem enclosedCharge_eq {R : ℝ} (hR : 0 < R) (r : ℝ) :
    enclosedCharge R r = r / R - Real.sin (2 * π * r / R) / (2 * π) := by
  have hder : ∀ x ∈ Set.uIcc 0 r, HasDerivAt
      (fun x : ℝ => x / R - Real.sin (2 * π * x / R) / (2 * π)) (radialDensity R x) x := by
    intro x _
    have h1 := ((hasDerivAt_id' x).const_mul (2 * π)).div_const R
    refine (((hasDerivAt_id' x).div_const R).fun_sub
      (h1.sin.div_const (2 * π))).congr_deriv ?_
    rw [density_eq]
    have hp := Real.pi_ne_zero
    generalize Real.cos (2 * π * x / R) = c
    field_simp
  rw [enclosedCharge, intervalIntegral.integral_eq_sub_of_hasDerivAt hder
    ((continuous_density R).intervalIntegrable 0 r)]
  simp

/-- The ground-state density carries total probability one. -/
theorem enclosedCharge_total {R : ℝ} (hR : 0 < R) : enclosedCharge R R = 1 := by
  rw [enclosedCharge_eq hR, mul_div_assoc, div_self hR.ne', mul_one, Real.sin_two_pi]
  simp

/-- The potential at radius `r` is the enclosed charge over `r` plus the contribution of the
shells outside `r`. -/
theorem potential_eq {R r : ℝ} (hr : 0 < r) (hrR : r ≤ R) :
    ∫ s in (0 : ℝ)..R, radialDensity R s / max r s
      = enclosedCharge R r / r + ∫ s in r..R, radialDensity R s / s := by
  have hc : Continuous fun s => radialDensity R s / max r s :=
    (continuous_density R).div (continuous_const.max continuous_id)
      (fun s => (lt_max_of_lt_left hr).ne')
  rw [← intervalIntegral.integral_add_adjacent_intervals (hc.intervalIntegrable 0 r)
    (hc.intervalIntegrable r R)]
  congr 1
  · rw [enclosedCharge, ← intervalIntegral.integral_div]
    apply intervalIntegral.integral_congr
    intro s hs
    rw [Set.uIcc_of_le hr.le] at hs
    simp only [max_eq_left hs.2]
  · apply intervalIntegral.integral_congr
    intro s hs
    rw [Set.uIcc_of_le hrR] at hs
    simp only [max_eq_right hs.1]

lemma hasDerivAt_sineIntegral (x : ℝ) : HasDerivAt sineIntegral (Real.sinc x) x := by
  have h : sineIntegral = fun x => ∫ t in (0 : ℝ)..x, Real.sinc t := by
    funext y
    apply intervalIntegral.integral_congr_ae
    have h0 : ({0}ᶜ : Set ℝ) ∈ ae (volume : Measure ℝ) :=
      compl_mem_ae_iff.mpr (measure_singleton (0 : ℝ))
    filter_upwards [h0] with t ht _
    exact (Real.sinc_of_ne_zero (by simpa using ht)).symm
  rw [h]
  exact (Real.continuous_sinc.integral_hasStrictDerivAt 0 x).hasDerivAt

lemma continuous_density_div : Continuous fun s => radialDensity 1 s / s := by
  have h : (fun s => radialDensity 1 s / s)
      = fun s => 2 * π * Real.sin (π * s) * Real.sinc (π * s) := by
    funext s
    by_cases hs : s = 0
    · simp [hs]
    · have hp := Real.pi_ne_zero
      rw [Real.sinc_of_ne_zero (mul_ne_zero hp hs), radialDensity]
      simp only [div_one]
      generalize Real.sin (π * s) = q
      field_simp
  rw [h]
  have := Real.continuous_sinc
  fun_prop

/-- The Coulomb integral of the unit dot in terms of sine integrals. -/
theorem coulombIntegral_unit : coulombIntegral 1
    = 2 - (sineIntegral (2 * π) - sineIntegral (4 * π) / 2) / π := by
  have hp := Real.pi_ne_zero
  have hw := continuous_density_div
  have hu := continuous_density 1
  let P : ℝ → ℝ := fun r => ∫ s in (0 : ℝ)..r, radialDensity 1 s / s
  have hP : ∀ r, HasDerivAt P (radialDensity 1 r / r) r :=
    fun r => (hw.integral_hasStrictDerivAt 0 r).hasDerivAt
  have hQ : ∀ r, HasDerivAt (fun r => enclosedCharge 1 r) (radialDensity 1 r) r :=
    fun r => (hu.integral_hasStrictDerivAt 0 r).hasDerivAt
  have hPc : Continuous P := continuous_iff_continuousAt.2 fun r => (hP r).continuousAt
  have hQc : Continuous fun r => enclosedCharge 1 r :=
    continuous_iff_continuousAt.2 fun r => (hQ r).continuousAt
  let K : ℝ → ℝ := fun r => 2 - 2 * Real.cos (2 * π * r) - 2 * Real.sinc (2 * π * r)
    + 2 * Real.sinc (4 * π * r)
  have hKc : Continuous K := by
    have := Real.continuous_sinc
    fun_prop
  have hS : ∀ c r : ℝ, HasDerivAt (fun r => sineIntegral (c * r))
      (Real.sinc (c * r) * (c * 1)) r := by
    intro c r
    have h := (hasDerivAt_sineIntegral (c * r)).comp r ((hasDerivAt_id' r).const_mul c)
    exact h
  have hG : ∀ r, HasDerivAt (fun r : ℝ => 2 * r - Real.sin (2 * π * r) / π
      - sineIntegral (2 * π * r) / π + sineIntegral (4 * π * r) / (2 * π)) (K r) r := by
    intro r
    have e1 : ∀ y : ℝ, y * (2 * π) / π = 2 * y := by
      intro y
      field_simp
    have e2 : ∀ y : ℝ, y * (4 * π) / (2 * π) = 2 * y := by
      intro y
      field_simp
      ring
    refine (((((hasDerivAt_id' r).const_mul 2).fun_sub
      (((hasDerivAt_id' r).const_mul (2 * π)).sin.div_const π)).fun_sub
      ((hS (2 * π) r).div_const π)).fun_add
      ((hS (4 * π) r).div_const (2 * π))).congr_deriv ?_
    simp only [e1, e2, K, mul_one]
  -- integration by parts, written as one antiderivative
  have hF := fun r => ((hQ r).fun_mul ((hP r).const_sub (P 1))).fun_add (hG r)
  have hint : Continuous fun r => radialDensity 1 r * (P 1 - P r)
      + enclosedCharge 1 r * -(radialDensity 1 r / r) + K r :=
    ((hu.mul (continuous_const.sub hPc)).add (hQc.mul hw.neg)).add hKc
  have hcongr : coulombIntegral 1 = ∫ r in (0 : ℝ)..1, (radialDensity 1 r * (P 1 - P r)
      + enclosedCharge 1 r * -(radialDensity 1 r / r) + K r) := by
    apply intervalIntegral.integral_congr_ae
    refine Filter.Eventually.of_forall fun r hr => ?_
    rw [Set.uIoc_of_le zero_le_one] at hr
    have hr0 : r ≠ 0 := hr.1.ne'
    have hV : P r + ∫ s in r..1, radialDensity 1 s / s = P 1 :=
      intervalIntegral.integral_add_adjacent_intervals (hw.intervalIntegrable 0 r)
        (hw.intervalIntegrable r 1)
    -- the double-angle formula produces the second sine integral
    have key : 2 * (enclosedCharge 1 r * (radialDensity 1 r / r)) = K r := by
      simp only [K]
      rw [enclosedCharge_eq one_pos, density_eq,
        Real.sinc_of_ne_zero (by positivity : 2 * π * r ≠ 0),
        Real.sinc_of_ne_zero (by positivity : 4 * π * r ≠ 0),
        show Real.sin (4 * π * r) = 2 * Real.sin (2 * π * r) * Real.cos (2 * π * r) by
          rw [← Real.sin_two_mul]; congr 1; ring]
      simp only [div_one]
      generalize Real.sin (2 * π * r) = a
      generalize Real.cos (2 * π * r) = b
      field_simp
      ring
    simp only [mul_div_assoc, intervalIntegral.integral_const_mul]
    rw [potential_eq hr.1 hr.2]
    linear_combination key + radialDensity 1 r * hV
  rw [hcongr, intervalIntegral.integral_eq_sub_of_hasDerivAt (fun r _ => hF r)
    (hint.intervalIntegrable 0 1)]
  have hQ0 : enclosedCharge 1 0 = 0 := by simp [enclosedCharge]
  have hS0 : sineIntegral 0 = 0 := by simp [sineIntegral]
  simp only [mul_one, mul_zero, hQ0, hS0, Real.sin_two_pi, Real.sin_zero, sub_self]
  ring

lemma integral_rescale (R : ℝ) (f : ℝ → ℝ) :
    ∫ x in (0 : ℝ)..R, f x = R * ∫ x in (0 : ℝ)..1, f (R * x) := by
  have h := intervalIntegral.smul_integral_comp_mul_left (a := 0) (b := 1) f R
  rw [mul_zero, mul_one, smul_eq_mul] at h
  exact h.symm

/-- The Coulomb integral scales as the inverse radius of the dot. -/
theorem coulombIntegral_scaling {R : ℝ} (hR : 0 < R) :
    coulombIntegral R = coulombIntegral 1 / R := by
  have hu : ∀ x, radialDensity R (R * x) = radialDensity 1 x / R := by
    intro x
    rw [radialDensity, radialDensity, show π * (R * x) / R = π * x / 1 by field_simp]
    ring
  have hpt : ∀ r s, radialDensity R (R * r) * radialDensity R (R * s) / max (R * r) (R * s)
      = R⁻¹ ^ 3 * (radialDensity 1 r * radialDensity 1 s / max r s) := by
    intro r s
    rw [hu, hu, ← mul_max_of_nonneg r s hR.le]
    ring
  have hin : ∀ r, ∫ s in (0 : ℝ)..R, radialDensity R (R * r) * radialDensity R s / max (R * r) s
      = R * (R⁻¹ ^ 3 * ∫ s in (0 : ℝ)..1,
          radialDensity 1 r * radialDensity 1 s / max r s) := by
    intro r
    rw [integral_rescale R]
    simp only [hpt, intervalIntegral.integral_const_mul]
  have e : ∀ I : ℝ, R * (R * (R⁻¹ ^ 3 * I)) = I / R := by
    intro I
    field_simp
  unfold coulombIntegral
  rw [integral_rescale R]
  simp only [hin, intervalIntegral.integral_const_mul]
  exact e _

/-- Exact Coulomb integral of two ground-state densities in a spherical dot of radius `R` with
infinite walls. -/
theorem brus_coulomb {R : ℝ} (hR : 0 < R) : coulombIntegral R
    = (2 - (sineIntegral (2 * π) - sineIntegral (4 * π) / 2) / π) / R := by
  rw [coulombIntegral_scaling hR, coulombIntegral_unit]

end

end BrusCoulomb
```

```lean
#print axioms BrusCoulomb.shell_average
#print axioms BrusCoulomb.enclosedCharge_total
#print axioms BrusCoulomb.brus_coulomb
```

```
'BrusCoulomb.shell_average' depends on axioms: [propext, Classical.choice, Quot.sound]
'BrusCoulomb.enclosedCharge_total' depends on axioms: [propext, Classical.choice, Quot.sound]
'BrusCoulomb.brus_coulomb' depends on axioms: [propext, Classical.choice, Quot.sound]
```

## What `brus_coulomb` says about the dot

The final theorem says that for every real `R` with `0 < R`, `coulombIntegral R` equals the sine-integral expression divided by `R`. `coulombIntegral_unit` is the case $R=1$ that you asked about.

The physical quantities are real functions with explicit definitions. `radialDensity R r` is $u_R(r)$, `enclosedCharge R r` is its integral from 0 to `r`, and `sineIntegral` is $\mathrm{Si}$. `coulombIntegral R` is an iterated integral, with `s` inside and `r` outside, both running from 0 to `R`. Lean assigns the value 0 to a division by zero, which affects the integrands only at the origin and changes no integral here.

Lengths are in arbitrary units, and the charges and the dielectric constant are left out. With elementary charge $e$ and permittivity $\varepsilon$, the first-order electron-hole attraction is $-e^2/(4\pi\varepsilon)$ times `coulombIntegral R`. Electron and hole are each described by a single band with a constant, isotropic effective mass. They then share one density, because the ground-state wavefunction in a sphere with infinite walls doesn't depend on that mass; only the energy does.

Two links to the physics are made by definition. The density is written down and not obtained from the Schrödinger equation, and the kernel $1/\max(r,s)$ is part of the definition of `coulombIntegral`. `shell_average` justifies this kernel at unequal radii, but the reduction of the full six-dimensional integral is not carried out in the file. Correlation between electron and hole, leakage through finite walls and surface polarisation are absent from the model. Ordinary numerical evaluation of the formula gives 1.78607 for $R=1$, which rounds to the familiar 1.786. These decimals are not proved in Lean; the theorem supplies the closed form.

For simulation practice, this gives a reference value to any desired precision for a Coulomb routine applied to two uncorrelated particles that both occupy the ground state of a sphere with infinite walls.

## How the Lean proof follows the calculation

`shell_average` first shows that the quantity under the square root is positive for $-1\le x\le1$, which would fail at $x=1$ without `r ≠ s`. It then differentiates the antiderivative given above, applies the fundamental theorem of calculus, and treats $r<s$ and $r>s$ separately to resolve $|r-s|$.

`density_eq` is the double-angle form of the density. `enclosedCharge_eq` integrates it through an explicit antiderivative, and `enclosedCharge_total` confirms the normalisation. `potential_eq` splits the inner integral at `r` and replaces the maximum by `r` on one side and by `s` on the other.

Two lemmas deal with the origin. `hasDerivAt_sineIntegral` replaces $\sin t/t$ by the continuous function `Real.sinc`, which differs from it only at one point, and concludes that $\mathrm{Si}'=\mathrm{sinc}$. `continuous_density_div` rewrites $u(s)/s$ as $2\pi\sin(\pi s)\,\mathrm{sinc}(\pi s)$, so this function is continuous at zero as well.

`coulombIntegral_unit` contains the main argument. Its local function `P` is $P(r)=\int_0^r u(s)/s\,ds$, so that $W(r)=P(1)-P(r)$. In place of a separate integration by parts, the proof uses the single antiderivative

$$Q(r)\bigl(P(1)-P(r)\bigr)+G(r),$$

$$G(r)=2r-\frac{\sin(2\pi r)}{\pi}-\frac{\mathrm{Si}(2\pi r)}{\pi}+\frac{\mathrm{Si}(4\pi r)}{2\pi}.$$

The step `hG` proves $G'=K$, and `hF` adds the product rule. The total derivative is $uW-Qu/r+K$. The step `key` proves $K=2Qu/r$ for $0<r\le1$, which turns this derivative into $u\,(W+Q/r)$, the integrand of the Coulomb integral. The `linear_combination` line joins `key` to the splitting of $P(1)$ at `r`. At the endpoints the product term vanishes, and $G(1)-G(0)$ is the result.

`integral_rescale` is the substitution $r=Rx$. `coulombIntegral_scaling` applies it to both integrals and collects the powers of `R`, after which `brus_coulomb` combines the scaling law with the unit value.
